# For n fermion modes, n + 1 gauge angles project det(1 + exp(iφ)B) exactly onto N particles

## One mode and two angles

Take a single fermion mode with a complex weight $b$ when it is occupied and weight $1$ when it is empty. Attach a phase $e^{\mathrm{i}\varphi}$ to each particle, where $\mathrm{i}$ is the imaginary unit and the real number $\varphi$ is called the gauge angle. The sum over both occupations is then $1+e^{\mathrm{i}\varphi}b$. At the two angles $\varphi=0$ and $\varphi=\pi$ it takes the values $1+b$ and $1-b$, and

$$
\frac{(1+b)+(1-b)}{2}=1,\qquad \frac{(1+b)-(1-b)}{2}=b .
$$

The first average keeps the empty mode. The second, in which the value at $\pi$ carries the factor $e^{-\mathrm{i}\pi}=-1$, keeps the occupied one. Two angles separate the two particle numbers exactly. The single angle $\varphi=0$ gives only $1+b$, in which they remain mixed.

## From grand-canonical determinants to canonical sums

For $n$ modes the number $b$ becomes a complex $n\times n$ matrix $B$. For non-interacting fermions with one-particle Hamiltonian matrix $h$ at inverse temperature $\beta$, one has $B=e^{-\beta h}$, and $\det(1+e^{\mathrm{i}\varphi}B)$ is the trace over Fock space of the Boltzmann operator times $e^{\mathrm{i}\varphi\hat N}$, where $\hat N$ is the particle-number operator. The trace over states with exactly $N$ particles is the canonical partition function.

A set $s$ of occupied modes contributes to this trace the principal minor $\det B_{ss}$, where $B_{ss}$ keeps the rows and columns of $B$ in $s$. The canonical partition function is therefore the sum of all $N\times N$ principal minors. In finite-temperature, grand-canonical auxiliary-field simulations of fermions, a determinant of the same form appears for each field configuration, with $B$ a product of one-body propagators that need not be Hermitian; the projection below applies to one such finite matrix at a time.

## The projection formula

Let $0\le N\le n$ and $\varphi_m=2\pi m/(n+1)$. Then

$$
\frac{1}{n+1}\sum_{m=0}^{n}e^{-\mathrm{i}N\varphi_m}\det\!\left(1+e^{\mathrm{i}\varphi_m}B\right)=\sum_{|s|=N}\det B_{ss}.
$$

The sum on the right runs over all sets $s$ of $N$ modes. For $N=0$ only the empty set occurs, and its minor is $1$.

## Expanding the determinant by occupied modes

Let $z$ be a complex number. Row $i$ of $1+zB$ is the sum of two rows: row $i$ of the identity and $z$ times row $i$ of $B$. The determinant is linear in each row, so it splits into $2^n$ terms, one for each set $s$ of rows taken from $zB$.

For a given $s$, list the modes in $s$ first, permuting rows and columns alike, which leaves the determinant unchanged. With $\bar s$ for the complement of $s$, the term is

$$
\det\begin{pmatrix} zB_{ss} & zB_{s\bar s}\\ 0 & 1\end{pmatrix}=\det(zB_{ss})=z^{|s|}\det B_{ss}.
$$

Hence

$$
\det(1+zB)=\sum_s z^{|s|}\det B_{ss}.
$$

The power of $z$ counts the particles.

## Averaging the phases

Now use any number $M\ge1$ of equidistant angles $\varphi_m=2\pi m/M$, with $m=0,\dots,M-1$. For a particle number $k$, set $w=e^{2\pi\mathrm{i}(k-N)/M}$. Then

$$
e^{-\mathrm{i}N\varphi_m}\left(e^{\mathrm{i}\varphi_m}\right)^k=e^{2\pi\mathrm{i}(k-N)m/M}=w^m .
$$

If $M$ divides $k-N$, then $w=1$ and the average of $w^m$ is $1$. Otherwise $w\ne1$, while $w^M=e^{2\pi\mathrm{i}(k-N)}=1$. The geometric sum satisfies

$$
\left(\sum_{m=0}^{M-1}w^m\right)(w-1)=w^M-1=0,
$$

so the sum vanishes. Inserting the expansion of the determinant with $z=e^{\mathrm{i}\varphi_m}$ and exchanging the two finite sums gives

$$
\frac1M\sum_{m=0}^{M-1}e^{-\mathrm{i}N\varphi_m}\det\!\left(1+e^{\mathrm{i}\varphi_m}B\right)=\sum_{|s|\equiv N\ (\mathrm{mod}\ M)}\det B_{ss}.
$$

This is an aliasing formula: $M$ angles cannot distinguish particle numbers that differ by a multiple of $M$.

Suppose that $M>n$ and $0\le N\le n$. Then $N$ and $|s|$ both lie between $0$ and $n$, so they differ by less than $M$. Congruence then means equality, and the projection is exact. The choice $M=n+1$ gives the formula stated above.

## What goes wrong with n angles

Let $n\ge1$, $M=n$ and $N=0$. The surviving sets have $|s|$ divisible by $n$, which leaves the empty set and the full set. The average is $1+\det B$, whereas the correct zero-particle value is $1$. The error is $\det B$, which is nonzero for every $B=e^{-\beta h}$. By the aliasing formula, $n$ angles mix only the empty and the completely filled system. For $0<N<n$ no other particle number between $0$ and $n$ is congruent to $N$ modulo $n$, so $n$ angles are then already exact. The choice of $n+1$ angles works for every $N$ from $0$ to $n$.

## How the Lean statements express this

The general theorems label the modes by a finite type `ι`; the final formula uses `Fin n`. The matrix `B` has arbitrary complex entries, with no assumption of Hermiticity, invertibility or diagonalisability.

- `principalMinor B s` is $\det B_{ss}$, formed from the submatrix on the elements of `s`.
- `occupiedRows B s` has the rows of `B` for modes in `s` and identity rows elsewhere.
- `gaugeAngle M m` is the real angle $2\pi m/M$.
- `phaseAverage M N B` is the average over `range M`, that is, over $m=0,\dots,M-1$, including the prefactor $1/M$.

The theorem `exact_number_projection` writes out the angles and the average explicitly. Its right-hand side sums over `powersetCard N univ`, the sets of exactly `N` modes. Its only hypothesis is `N ≤ n`. This matters because the phases see $N$ only modulo $n+1$: for $N=n+1$ the average would return the zero-particle value $1$, although no set of $n+1$ modes exists. The case $n=0$ is included and reads $1=1$.

`phaseAverage_exact` is the version for any `M` larger than the number of modes. In `phaseAverage_too_few_angles`, the assumption `[Nonempty ι]` requires at least one mode, and hence at least one angle.

These are identities for one finite matrix in exact arithmetic; the Fock-space trace and the relation $B=e^{-\beta h}$ belong to the physical reading and do not appear in the theorems. Interactions enter only if some other method has first reduced the problem to such determinants.

## The complete Lean file

```lean
import Mathlib

open Finset

namespace DiscreteNumberProjection

noncomputable section

variable {ι : Type*} [Fintype ι] [DecidableEq ι]

/-- The principal minor of `B` on the set `s` of occupied modes. -/
def principalMinor (B : Matrix ι ι ℂ) (s : Finset ι) : ℂ :=
  (B.submatrix (Subtype.val : {i // i ∈ s} → ι) (Subtype.val : {i // i ∈ s} → ι)).det

/-- The matrix whose rows in `s` are those of `B` and whose other rows are those of the
identity. -/
def occupiedRows (B : Matrix ι ι ℂ) (s : Finset ι) : Matrix ι ι ℂ :=
  Matrix.of fun i j => if i ∈ s then B i j else (1 : Matrix ι ι ℂ) i j

/-- The `m`-th of `M` equidistant gauge angles, `2 π m / M`. -/
def gaugeAngle (M m : ℕ) : ℝ := 2 * Real.pi * m / M

/-- The average over `M` equidistant gauge angles `φ` of `exp (-i N φ) det (1 + exp (i φ) B)`. -/
def phaseAverage (M N : ℕ) (B : Matrix ι ι ℂ) : ℂ :=
  1 / (M : ℂ) * ∑ m ∈ range M, Complex.exp (-(Complex.I * N * gaugeAngle M m)) *
    (1 + Complex.exp (Complex.I * gaugeAngle M m) • B).det

/-- If the rows of `B` outside `s` are replaced by those of the identity, the determinant of the
resulting matrix is the principal minor of `B` on `s`. -/
theorem det_occupiedRows (B : Matrix ι ι ℂ) (s : Finset ι) :
    (occupiedRows B s).det = principalMinor B s := by
  have hz : ∀ i, ¬ i ∈ s → ∀ j, j ∈ s → occupiedRows B s i j = 0 := by
    intro i hi j hj
    have hij : i ≠ j := fun e => hi (e ▸ hj)
    simp [occupiedRows, hi, Matrix.one_apply_ne hij]
  -- the empty modes contribute an identity block
  have h1 : Matrix.toSquareBlockProp (occupiedRows B s) (fun i => ¬ i ∈ s) = 1 := by
    ext ⟨i, hi⟩ ⟨j, hj⟩
    have hi' : i ∉ s := hi
    simp [Matrix.toSquareBlockProp_def, occupiedRows, hi', Matrix.one_apply]
  have h2 : Matrix.toSquareBlockProp (occupiedRows B s) (fun i => i ∈ s) =
      B.submatrix (Subtype.val : {i // i ∈ s} → ι) (Subtype.val : {i // i ∈ s} → ι) := by
    ext ⟨i, hi⟩ ⟨j, hj⟩
    simp [Matrix.toSquareBlockProp_def, occupiedRows]
  rw [Matrix.twoBlockTriangular_det (occupiedRows B s) (fun i => i ∈ s) hz, h1, h2,
    Matrix.det_one, mul_one]
  unfold principalMinor
  congr!

/-- The determinant `det (1 + z B)` is the sum over all sets of occupied modes of the principal
minor times `z` to the number of occupied modes. -/
theorem det_one_add_smul_eq_sum (z : ℂ) (B : Matrix ι ι ℂ) :
    (1 + z • B).det = ∑ s : Finset ι, z ^ s.card * principalMinor B s := by
  -- each row is a sum of two rows, and the determinant is linear in every row
  have h : (z • B + 1).det = ∑ s : Finset ι,
      Matrix.det (Matrix.of (s.piecewise (fun i => (z • B) i)
        (fun i => (1 : Matrix ι ι ℂ) i))) :=
    (Matrix.detRowAlternating (R := ℂ) (n := ι)).toMultilinearMap.map_add_univ
      (fun i => (z • B) i) (fun i => (1 : Matrix ι ι ℂ) i)
  rw [add_comm, h]
  refine Finset.sum_congr rfl fun s _ => ?_
  have hrows : Matrix.of (s.piecewise (fun i => (z • B) i)
      (fun i => (1 : Matrix ι ι ℂ) i)) = occupiedRows (z • B) s := by
    ext i j
    by_cases hi : i ∈ s <;> simp [occupiedRows, Finset.piecewise, hi]
  rw [hrows, det_occupiedRows]
  unfold principalMinor
  change (z • B.submatrix (Subtype.val : {i // i ∈ s} → ι)
    (Subtype.val : {i // i ∈ s} → ι)).det = _
  rw [Matrix.det_smul, Fintype.card_coe]

/-- Averaged over `M ≥ 1` equidistant gauge angles, `exp (-i N φ) exp (i φ) ^ k` gives one if `N`
and `k` agree modulo `M`, and zero otherwise. -/
theorem phase_orthogonality {M : ℕ} (hM : 0 < M) (N k : ℕ) :
    1 / (M : ℂ) * ∑ m ∈ range M, Complex.exp (-(Complex.I * N * gaugeAngle M m)) *
      Complex.exp (Complex.I * gaugeAngle M m) ^ k = if N ≡ k [MOD M] then 1 else 0 := by
  have hM' : (M : ℂ) ≠ 0 := Nat.cast_ne_zero.2 hM.ne'
  obtain ⟨w, hw⟩ : ∃ w : ℂ,
      w = Complex.exp (2 * Real.pi * Complex.I * ((k : ℂ) - N) / M) := ⟨_, rfl⟩
  have hterm : ∀ m : ℕ, Complex.exp (-(Complex.I * N * gaugeAngle M m)) *
      Complex.exp (Complex.I * gaugeAngle M m) ^ k = w ^ m := by
    intro m
    rw [hw, ← Complex.exp_nat_mul, ← Complex.exp_nat_mul, ← Complex.exp_add]
    congr 1
    simp only [gaugeAngle]
    push_cast
    ring
  have hpow : w ^ M = 1 := by
    rw [hw, ← Complex.exp_nat_mul, Complex.exp_eq_one_iff]
    refine ⟨(k : ℤ) - N, ?_⟩
    push_cast
    field_simp
  have hw1 : w = 1 ↔ N ≡ k [MOD M] := by
    rw [hw, Complex.exp_eq_one_iff, Nat.modEq_iff_dvd]
    constructor
    · rintro ⟨j, hj⟩
      refine ⟨j, ?_⟩
      rw [div_eq_iff hM'] at hj
      have h : (k : ℂ) - N = M * j := by
        apply mul_left_cancel₀ Complex.two_pi_I_ne_zero
        linear_combination hj
      exact_mod_cast h
    · rintro ⟨j, hj⟩
      refine ⟨j, ?_⟩
      have h := congrArg (Int.cast : ℤ → ℂ) hj
      push_cast at h
      rw [div_eq_iff hM']
      linear_combination (2 * Real.pi * Complex.I) * h
  rw [Finset.sum_congr rfl (fun m _ => hterm m)]
  split_ifs with h
  · rw [hw1.2 h]
    simp [hM']
  · -- the geometric sum vanishes because `w ^ M = 1` and `w ≠ 1`
    have hne : w - 1 ≠ 0 := sub_ne_zero.2 fun e => h (hw1.1 e)
    have g := geom_sum_mul w M
    rw [hpow, sub_self] at g
    rw [(mul_eq_zero.1 g).resolve_right hne, mul_zero]

/-- With `M ≥ 1` gauge angles the phase average is the sum of the principal minors on all sets whose
number of modes agrees with `N` modulo `M`. -/
theorem phaseAverage_aliasing {M : ℕ} (hM : 0 < M) (N : ℕ) (B : Matrix ι ι ℂ) :
    phaseAverage M N B =
      ∑ s ∈ univ.filter (fun s : Finset ι => N ≡ s.card [MOD M]), principalMinor B s := by
  unfold phaseAverage
  simp_rw [det_one_add_smul_eq_sum, Finset.mul_sum]
  rw [Finset.sum_comm, Finset.sum_filter]
  refine Finset.sum_congr rfl fun s _ => ?_
  have h := phase_orthogonality hM N s.card
  rw [Finset.mul_sum] at h
  trans (if N ≡ s.card [MOD M] then (1 : ℂ) else 0) * principalMinor B s
  · rw [← h, Finset.sum_mul]
    exact Finset.sum_congr rfl fun m _ => by ring
  · split_ifs <;> simp

/-- If there are more gauge angles than modes and `N` is at most the number of modes, the phase
average is the sum of all `N × N` principal minors. -/
theorem phaseAverage_exact {M N : ℕ} (hM : Fintype.card ι < M) (hN : N ≤ Fintype.card ι)
    (B : Matrix ι ι ℂ) :
    phaseAverage M N B = ∑ s ∈ powersetCard N univ, principalMinor B s := by
  rw [phaseAverage_aliasing (by omega) N B]
  refine Finset.sum_congr ?_ fun _ _ => rfl
  ext s
  simp only [mem_filter, mem_univ, true_and, mem_powersetCard, subset_univ]
  constructor
  · intro h
    exact (Nat.ModEq.eq_of_lt_of_lt h (by omega) (lt_of_le_of_lt (card_le_univ s) hM)).symm
  · intro h
    rw [h]

/-- Exact particle-number projection: for `n` modes and `N ≤ n`, averaging
`exp (-i N φ) det (1 + exp (i φ) B)` over the `n + 1` angles `φ = 2 π m / (n + 1)` gives the sum
of all `N × N` principal minors of `B`. -/
theorem exact_number_projection {n N : ℕ} (hN : N ≤ n) (B : Matrix (Fin n) (Fin n) ℂ) :
    1 / ((n : ℂ) + 1) * ∑ m ∈ range (n + 1),
      Complex.exp (-(Complex.I * N * (2 * Real.pi * m / (n + 1)))) *
        (1 + Complex.exp (Complex.I * (2 * Real.pi * m / (n + 1))) • B).det =
      ∑ s ∈ powersetCard N univ, principalMinor B s := by
  have h := phaseAverage_exact (M := n + 1) (N := N) (by simp) (by simpa using hN) B
  simp only [phaseAverage, gaugeAngle] at h
  push_cast at h
  exact h

/-- For at least one mode and only as many gauge angles as modes, the phase average for `N = 0` is
`1 + det B`. -/
theorem phaseAverage_too_few_angles [Nonempty ι] (B : Matrix ι ι ℂ) :
    phaseAverage (Fintype.card ι) 0 B = 1 + B.det := by
  -- only the empty and the completely filled set survive
  have hset : univ.filter (fun s : Finset ι => 0 ≡ s.card [MOD Fintype.card ι]) =
      {∅, univ} := by
    ext s
    simp only [mem_filter, mem_univ, true_and, mem_insert, mem_singleton]
    constructor
    · intro h
      have hd : Fintype.card ι ∣ s.card := Nat.modEq_zero_iff_dvd.1 h.symm
      rcases Nat.eq_zero_or_pos s.card with h0 | h0
      · exact Or.inl (card_eq_zero.1 h0)
      · exact Or.inr ((card_eq_iff_eq_univ s).1
          (le_antisymm (card_le_univ s) (Nat.le_of_dvd h0 hd)))
    · rintro (rfl | rfl)
      · exact (Nat.modEq_zero_iff_dvd.2 (by simp)).symm
      · exact (Nat.modEq_zero_iff_dvd.2 (by simp)).symm
  have hempty : occupiedRows B ∅ = 1 := by
    ext i j
    simp [occupiedRows]
  have hfull : occupiedRows B univ = B := by
    ext i j
    simp [occupiedRows]
  rw [phaseAverage_aliasing Fintype.card_pos 0 B, hset,
    Finset.sum_pair univ_nonempty.ne_empty.symm, ← det_occupiedRows, ← det_occupiedRows,
    hempty, hfull, Matrix.det_one]

end

end DiscreteNumberProjection
```

```lean
#print axioms DiscreteNumberProjection.exact_number_projection
-- 'DiscreteNumberProjection.exact_number_projection' depends on axioms: [propext, Classical.choice, Quot.sound]
#print axioms DiscreteNumberProjection.phaseAverage_too_few_angles
-- 'DiscreteNumberProjection.phaseAverage_too_few_angles' depends on axioms: [propext, Classical.choice, Quot.sound]
```

## The determinant lemmas

`det_occupiedRows` is the block-triangular step, without the factor $z$. The fact `hz` states that a row outside `s` has zeros in the columns belonging to `s`. `h1` identifies the block of empty modes as the identity, and `h2` identifies the other block as $B_{ss}$. Mathlib's `Matrix.twoBlockTriangular_det` turns the determinant into the product of the two block determinants, so no explicit reordering of modes is needed.

`det_one_add_smul_eq_sum` performs the row expansion. The determinant is treated as a multilinear function of its rows, and `map_add_univ` expands a sum in every argument into a sum over sets `s`. The step `hrows` recognises each term as `occupiedRows (z • B) s`. The previous lemma reduces it to a minor of $zB$, and `Matrix.det_smul` extracts $z^{|s|}$.

## The phase lemma and the aliasing formula

`phase_orthogonality` follows the geometric-sum argument with the same $w$. Here `hterm` rewrites each summand as $w^m$, `hpow` proves $w^M=1$, and `hw1` proves that $w=1$ exactly when $N$ and $k$ agree modulo $M$. Both `hpow` and `hw1` use the fact that a complex exponential equals $1$ precisely when its argument is an integer multiple of $2\pi\mathrm{i}$. The case distinction `split_ifs` then separates the sum of $M$ ones from the vanishing sum. In the latter case `geom_sum_mul` supplies the product identity, and the nonzero factor $w-1$ is removed.

`phaseAverage_aliasing` combines the two results. It expands every determinant, exchanges the sums over angles and sets with `Finset.sum_comm`, and applies phase orthogonality with $k=|s|$. The resulting factors of one and zero become the filter on the sum over sets.

## From congruence to exact particle number

`phaseAverage_exact` shows that the filtered collection of sets is `powersetCard N univ`. The essential step is `Nat.ModEq.eq_of_lt_of_lt`: two natural numbers below `M` that are congruent modulo `M` are equal. `exact_number_projection` sets `M = n + 1` and unfolds the definitions to obtain the explicit formula.

For `phaseAverage_too_few_angles`, `hset` shows that only `∅` and `univ` survive. Divisibility forces $|s|$ to be zero or at least $n$, and no set has more than $n$ elements. `hempty` and `hfull` identify the corresponding row-replaced matrices as the identity and `B`, whose determinants add up to $1+\det B$.
